# Dipole photoemission by unpolarized light is independent of the asymmetry parameter exactly where the squared cosine to the beam is 1/3

Light travels along $z$ with linear polarization $e(p)=(\cos p,\sin p,0)$, and photoelectrons are detected along a unit vector $n$ at angle $t$ to the beam. For one polarization I take the relative intensity to be $1+\frac b2\left(3(e\cdot n)^2-1\right)$, where $b$ is the asymmetry parameter. Averaging over $p$ from $0$ to $2\pi$ should describe unpolarized light and give $1-\frac b4(3\cos^2 t-1)$, which loses its dependence on $b$ exactly when $\cos^2 t=1/3$. Can someone show me every step, together with a proof that Lean accepts? I would also like to know whether the same angle still works when the beam is partly polarized.

## Beam, polarization and emission direction

Number the components from zero, as Lean does: $n=(n_0,n_1,n_2)$ along $x,y,z$, so $n_2=\cos t$. Write $I_b(e,n)$ for your dipole intensity and $\bar I_b(n)$ for its average over $p$. The overall factor set by the angle-integrated cross section is left out.

The dipole formula is the physical input. It describes randomly oriented targets in the electric-dipole approximation, and $b$ summarises the strengths and interference of the outgoing partial waves.

For a partly polarized beam, I take the polarized part to be linear: a fraction $P$ of the light is polarized along $x$ and the rest is unpolarized. The two intensities add incoherently:

$$I_{P,b}(n)=P\,I_b(e(0),n)+(1-P)\,\bar I_b(n).$$

## From the polarization average to the magic angle

Since $e(p)\cdot n=n_0\cos p+n_1\sin p$,

$$(e\cdot n)^2=n_0^2\cos^2p+n_1^2\sin^2p+2n_0n_1\sin p\cos p.$$

Over a full turn, $\cos^2p$ and $\sin^2p$ each average to $1/2$ and $\sin p\cos p$ averages to zero. Hence

$$\bar I_b(n)=1+\frac b2\left(\frac32(n_0^2+n_1^2)-1\right).$$

For a unit vector, $n_0^2+n_1^2=1-n_2^2$, so

$$\bar I_b(n)=1-\frac b4(3n_2^2-1).$$

This has the form of the polarized formula, with the beam as axis and $-b/2$ in place of $b$. For two values $b\neq b'$,

$$\bar I_b(n)-\bar I_{b'}(n)=-\frac{b-b'}4(3n_2^2-1),$$

which vanishes exactly when $n_2^2=1/3$.

Two perpendicular polarizations already give the full average. Because $e(p+\pi/2)=(-\sin p,\cos p,0)$, the two squared projections sum to $n_0^2+n_1^2$, and their mean is $(n_0^2+n_1^2)/2$.

## What a partly polarized beam changes

Light polarized along $x$ gives $1+\frac b2(3n_0^2-1)$, which exceeds the unpolarized value by $\frac{3b}4(n_0^2-n_1^2)$. Therefore

$$I_{P,b}(n)=1-\frac b4\left(3n_2^2-1-3P(n_0^2-n_1^2)\right).$$

If two different values of $b$ are to agree for every $P$ between 0 and 1, then $P=0$ forces $n_2^2=1/3$, and $P=1$ then forces $n_0^2=n_1^2$. With $|n|=1$, all three squares equal $1/3$. Conversely, such a direction removes the whole bracket.

So your angle alone is not enough. At $n=(\sqrt{2/3},0,\sqrt{1/3})$ the intensity is $1+Pb/2$, which still depends on $b$ whenever $P\neq0$.

Within this dipole model for randomly oriented targets, relative peak areas measured in a $b$-independent direction, once corrected for photon flux and analyser transmission, can be compared with computed angle-integrated cross sections without a separate calculation of $b$.

## How the Lean statements express the physics

Vectors have type `Fin 3 → ℝ`, `⬝ᵥ` is the dot product, and `n ⬝ᵥ n = 1` says that $n$ is a unit vector. `linPol p` is $e(p)$, `dipoleIntensity` is $I_b$, and `partialIntensity` is the mixture. `unpolarizedIntensity` is defined as the integral over $p$ divided by $2\pi$, so the averaged formula is a theorem and not a definition.

- `unpolarizedIntensity_eq` gives the average for a unit vector, and `unpolarizedIntensity_angle` gives it in polar angles.
- `magic_angle_iff` says that, for any two distinct parameters, the averages agree exactly when `n 2 ^ 2 = 1 / 3`.
- `perpendicular_pair_average` is the two-measurement identity.
- `partialIntensity_eq` and `magic_direction_iff` treat partial polarization; the latter quantifies over all $P$ in $[0,1]$.

The parameter $b$ may be any real number, although a nonnegative intensity in every direction needs $-1\le b\le2$. The dipole law is assumed, not derived from matrix elements. Nondipole corrections, oriented targets and finite detector acceptance are not modelled.

```lean
import Mathlib

open Matrix

namespace UnpolarizedPhotoemission

noncomputable section

/-- Linear polarization vector at angle `p` in the plane perpendicular to a beam along z. -/
def linPol (p : ℝ) : Fin 3 → ℝ := ![Real.cos p, Real.sin p, 0]

/-- Emission direction with polar angle `t` from the beam and azimuth `f`. -/
def emissionDir (t f : ℝ) : Fin 3 → ℝ :=
  ![Real.sin t * Real.cos f, Real.sin t * Real.sin f, Real.cos t]

/-- Relative dipole photoemission intensity in direction `n` for linear polarization `e`
and asymmetry parameter `b`. -/
def dipoleIntensity (b : ℝ) (e n : Fin 3 → ℝ) : ℝ :=
  1 + b / 2 * (3 * (e ⬝ᵥ n) ^ 2 - 1)

/-- Intensity for unpolarized light: the mean of the dipole intensity over all
polarization angles. -/
def unpolarizedIntensity (b : ℝ) (n : Fin 3 → ℝ) : ℝ :=
  (2 * Real.pi)⁻¹ * ∫ p in (0 : ℝ)..(2 * Real.pi), dipoleIntensity b (linPol p) n

/-- Intensity for an incoherent mixture of a fraction `P` of light polarized along x and a
fraction `1 - P` of unpolarized light. -/
def partialIntensity (P b : ℝ) (n : Fin 3 → ℝ) : ℝ :=
  P * dipoleIntensity b (linPol 0) n + (1 - P) * unpolarizedIntensity b n

/-- The dipole intensity for polarization angle `p`, written in the components of `n`. -/
theorem dipoleIntensity_linPol (b p : ℝ) (n : Fin 3 → ℝ) :
    dipoleIntensity b (linPol p) n =
      1 + b / 2 * (3 * (Real.cos p * n 0 + Real.sin p * n 1) ^ 2 - 1) := by
  simp [dipoleIntensity, linPol, dotProduct, Fin.sum_univ_three]

/-- Averaging over the polarization angle leaves only the squared length of the part of `n`
transverse to the beam. -/
theorem unpolarizedIntensity_transverse (b : ℝ) (n : Fin 3 → ℝ) :
    unpolarizedIntensity b n = 1 + b / 2 * (3 / 2 * (n 0 ^ 2 + n 1 ^ 2) - 1) := by
  -- an explicit antiderivative in the polarization angle
  have hd : ∀ p : ℝ, HasDerivAt
      (fun p : ℝ => (1 - b / 2) * p + 3 * b / 2 * ((n 0 ^ 2 + n 1 ^ 2) / 2 * p
        + (n 0 ^ 2 - n 1 ^ 2) / 2 * (Real.sin p * Real.cos p)
        + n 0 * n 1 * (Real.sin p * Real.sin p)))
      (1 + b / 2 * (3 * (Real.cos p * n 0 + Real.sin p * n 1) ^ 2 - 1)) p := by
    intro p
    have hs := Real.hasDerivAt_sin p
    have hc := Real.hasDerivAt_cos p
    have h := ((hasDerivAt_id' p).const_mul (1 - b / 2)).fun_add
      (((((hasDerivAt_id' p).const_mul ((n 0 ^ 2 + n 1 ^ 2) / 2)).fun_add
        ((hs.fun_mul hc).const_mul ((n 0 ^ 2 - n 1 ^ 2) / 2))).fun_add
        ((hs.fun_mul hs).const_mul (n 0 * n 1))).const_mul (3 * b / 2))
    refine h.congr_deriv ?_
    linear_combination (-(3 * b / 4) * (n 0 ^ 2 + n 1 ^ 2)) * Real.sin_sq_add_cos_sq p
  have key : ∫ p in (0 : ℝ)..(2 * Real.pi), dipoleIntensity b (linPol p) n =
      2 * Real.pi * (1 + b / 2 * (3 / 2 * (n 0 ^ 2 + n 1 ^ 2) - 1)) := by
    simp only [dipoleIntensity_linPol]
    rw [intervalIntegral.integral_eq_sub_of_hasDerivAt (fun p _ => hd p)
      (Continuous.intervalIntegrable (by fun_prop) _ _)]
    simp only [Real.sin_two_pi, Real.sin_zero]
    ring
  rw [unpolarizedIntensity, key]
  exact inv_mul_cancel_left₀ (by positivity) _

/-- A unit vector has squared components that sum to one. -/
theorem sum_sq_of_unit {n : Fin 3 → ℝ} (hn : n ⬝ᵥ n = 1) :
    n 0 ^ 2 + n 1 ^ 2 + n 2 ^ 2 = 1 := by
  simp only [dotProduct, Fin.sum_univ_three] at hn
  linear_combination hn

/-- For a unit emission direction `n`, the intensity for unpolarized light depends only on
the component of `n` along the beam, with `-b/2` in the place of `b`. -/
theorem unpolarizedIntensity_eq (b : ℝ) {n : Fin 3 → ℝ} (hn : n ⬝ᵥ n = 1) :
    unpolarizedIntensity b n = 1 - b / 4 * (3 * n 2 ^ 2 - 1) := by
  rw [unpolarizedIntensity_transverse]
  linear_combination (3 * b / 4) * sum_sq_of_unit hn

/-- The intensity for unpolarized light at polar angle `t` from the beam and azimuth `f`. -/
theorem unpolarizedIntensity_angle (b t f : ℝ) :
    unpolarizedIntensity b (emissionDir t f) = 1 - b / 4 * (3 * Real.cos t ^ 2 - 1) := by
  have hn : emissionDir t f ⬝ᵥ emissionDir t f = 1 := by
    rw [dotProduct, Fin.sum_univ_three]
    change Real.sin t * Real.cos f * (Real.sin t * Real.cos f)
      + Real.sin t * Real.sin f * (Real.sin t * Real.sin f) + Real.cos t * Real.cos t = 1
    linear_combination Real.sin t ^ 2 * Real.sin_sq_add_cos_sq f + Real.sin_sq_add_cos_sq t
  exact unpolarizedIntensity_eq b hn

/-- Magic angle for unpolarized light: in a unit direction `n`, two different asymmetry
parameters give the same intensity exactly when the squared cosine to the beam is 1/3. -/
theorem magic_angle_iff {b b' : ℝ} (hb : b ≠ b') {n : Fin 3 → ℝ} (hn : n ⬝ᵥ n = 1) :
    unpolarizedIntensity b n = unpolarizedIntensity b' n ↔ n 2 ^ 2 = 1 / 3 := by
  rw [unpolarizedIntensity_eq b hn, unpolarizedIntensity_eq b' hn]
  constructor
  · intro h
    have e : (b - b') * (n 2 ^ 2 - 1 / 3) = 0 := by linear_combination (-4 / 3) * h
    have := (mul_eq_zero.mp e).resolve_left (sub_ne_zero.mpr hb)
    linarith
  · intro h
    linear_combination (-(3 / 4) * (b - b')) * h

/-- Two measurements with perpendicular linear polarizations, both transverse to the beam,
average to the intensity for unpolarized light. -/
theorem perpendicular_pair_average (b p : ℝ) (n : Fin 3 → ℝ) :
    (dipoleIntensity b (linPol p) n + dipoleIntensity b (linPol (p + Real.pi / 2)) n) / 2 =
      unpolarizedIntensity b n := by
  rw [dipoleIntensity_linPol, dipoleIntensity_linPol, unpolarizedIntensity_transverse,
    Real.cos_add_pi_div_two, Real.sin_add_pi_div_two]
  linear_combination (3 * b / 4 * (n 0 ^ 2 + n 1 ^ 2)) * Real.sin_sq_add_cos_sq p

/-- For a unit direction `n`, a polarized fraction `P` adds a term proportional to the
difference of the squared transverse components of `n`. -/
theorem partialIntensity_eq (P b : ℝ) {n : Fin 3 → ℝ} (hn : n ⬝ᵥ n = 1) :
    partialIntensity P b n =
      1 - b / 4 * (3 * n 2 ^ 2 - 1 - 3 * P * (n 0 ^ 2 - n 1 ^ 2)) := by
  rw [partialIntensity, dipoleIntensity_linPol, unpolarizedIntensity_eq b hn,
    Real.cos_zero, Real.sin_zero]
  linear_combination (3 * P * b / 4) * sum_sq_of_unit hn

/-- In a unit direction `n`, two different asymmetry parameters give the same intensity for
every polarized fraction between 0 and 1 exactly when all squared components of `n` are 1/3. -/
theorem magic_direction_iff {b b' : ℝ} (hb : b ≠ b') {n : Fin 3 → ℝ} (hn : n ⬝ᵥ n = 1) :
    (∀ P ∈ Set.Icc (0 : ℝ) 1, partialIntensity P b n = partialIntensity P b' n) ↔
      n 0 ^ 2 = 1 / 3 ∧ n 1 ^ 2 = 1 / 3 ∧ n 2 ^ 2 = 1 / 3 := by
  constructor
  · intro h
    -- compare unpolarized light with fully polarized light
    have h0 := h 0 ⟨le_refl 0, zero_le_one⟩
    have h1 := h 1 ⟨zero_le_one, le_refl 1⟩
    rw [partialIntensity_eq _ b hn, partialIntensity_eq _ b' hn] at h0 h1
    have e0 : (b - b') * (n 2 ^ 2 - 1 / 3) = 0 := by linear_combination (-4 / 3) * h0
    have e1 : (b - b') * (n 0 ^ 2 - n 1 ^ 2) = 0 := by
      linear_combination (4 / 3) * h1 - (4 / 3) * h0
    have z0 := (mul_eq_zero.mp e0).resolve_left (sub_ne_zero.mpr hb)
    have z1 := (mul_eq_zero.mp e1).resolve_left (sub_ne_zero.mpr hb)
    have hs := sum_sq_of_unit hn
    exact ⟨by linarith, by linarith, by linarith⟩
  · rintro ⟨hx, hy, hz⟩ P _
    rw [partialIntensity_eq P b hn, partialIntensity_eq P b' hn]
    linear_combination (-(3 / 4) * (b - b')) * hz + (3 / 4 * (b - b') * P) * hx
      - (3 / 4 * (b - b') * P) * hy

end

end UnpolarizedPhotoemission
```

```lean
#print axioms UnpolarizedPhotoemission.unpolarizedIntensity_angle
#print axioms UnpolarizedPhotoemission.magic_angle_iff
#print axioms UnpolarizedPhotoemission.perpendicular_pair_average
#print axioms UnpolarizedPhotoemission.magic_direction_iff
```

```
'UnpolarizedPhotoemission.unpolarizedIntensity_angle' depends on axioms: [propext, Classical.choice, Quot.sound]
'UnpolarizedPhotoemission.magic_angle_iff' depends on axioms: [propext, Classical.choice, Quot.sound]
'UnpolarizedPhotoemission.perpendicular_pair_average' depends on axioms: [propext, Classical.choice, Quot.sound]
'UnpolarizedPhotoemission.magic_direction_iff' depends on axioms: [propext, Classical.choice, Quot.sound]
```

## The integral and the algebra in the proof

`dipoleIntensity_linPol` expands the dot product. `unpolarizedIntensity_transverse` then evaluates the integral, and `sum_sq_of_unit` supplies $n_0^2+n_1^2+n_2^2=1$ to eliminate the transverse components.

The remaining steps are mostly algebra done by `linear_combination`, which checks that the goal follows from given equations multiplied by stated coefficients. In `unpolarizedIntensity_eq`, for example, the unit-length equation enters with coefficient $3b/4$. In the forward direction of `magic_angle_iff`, equal intensities give $(b-b')(n_2^2-1/3)=0$, and `mul_eq_zero` with $b\neq b'$ leaves the second factor. `magic_direction_iff` does the same at $P=0$ and $P=1$.

## A closer look at `integral_eq_sub_of_hasDerivAt`

The proof turns on this form of the fundamental theorem of calculus. Given a function $F$ whose derivative is the integrand at each point of the interval, and an integrable integrand, it replaces the integral by the difference of $F$ at the endpoints. The file supplies

$$F(p)=\left(1-\frac b2\right)p+\frac{3b}2\left[\frac{n_0^2+n_1^2}2\,p+\frac{n_0^2-n_1^2}2\sin p\cos p+n_0n_1\sin^2p\right].$$

In `hd`, the sum and product rules differentiate $F$. `congr_deriv` then asks for a proof that the result equals the intended integrand, which follows from $\sin^2p+\cos^2p=1$. Integrability comes from continuity, found by `fun_prop`.

Every trigonometric term in $F$ contains a factor $\sin p$, so all of them vanish at $0$ and $2\pi$. Only the terms linear in $p$ survive, and dividing by $2\pi$ gives the average.
